# Linearly independent projected orbitals span the equal-dimensional subspace of the target space with the largest population

Take an orbital with amplitudes $3/5, 0, 4/5$ on three orthonormal sites and project it on the first two. The result has squared norm $9/25$. A code that treats this vector as normalised computes its population in the original orbital as $(9/25)^2 \approx 0.13$; after normalisation the value is $0.36$. With several orbitals the projected vectors can also overlap, and a second doubt arises: does orthonormalising them, or keeping only the subspace that they span, lose further population? If the projection keeps the orbitals linearly independent, neither step does.

## The bound and its maximiser

Let $D$ be the Hermitian projector on the $n$-dimensional occupied space $V$, and $P$ the Hermitian projector on a target space. (Quantum chemistry often writes $P$ for the density matrix; here that is $D$.) Assume that $P$ is injective on $V$, which means that no nonzero vector of the occupied space is orthogonal to the target space. For every rank-$n$ Hermitian projector $Q$ with $PQ=Q$,

$$\operatorname{tr}(DQ)\le \operatorname{tr}(DP),\qquad\text{with equality exactly when } \operatorname{range} Q=P(V).$$

If the columns of $C$ are orthonormal occupied orbitals, so that $C^\dagger C=1$ and $D=CC^\dagger$, the maximum is attained by

$$Q_*=PC\,S^{-1}C^\dagger P,\qquad S=C^\dagger PC .$$

## Where projected orbitals enter a code

Codes project occupied orbitals on atom-centred functions for population analysis. They also project them on another basis set to start a new self-consistent calculation, and then orthonormalise the result. For a finite basis and integer occupations, the result says that the population outside the target, $n-\operatorname{tr}(DP)$, is the whole loss: orthonormalising the projected set adds none. Symmetric (Löwdin) and sequential (Gram–Schmidt) orthonormalisation can give different orbitals, but they give the same $Q_*$ whenever $S$ is invertible, so a disagreement between their total populations points to rounding or a bug.

## From a squared norm to the projected span

Taking the adjoint of $PQ=Q$ gives $QP=Q$. Put $R=P-Q$. Then $R^\dagger=R$ and

$$R^2=P-PQ-QP+Q=P-Q=R .$$

With $D^2=D$ and the cyclic property of the trace,

$$\operatorname{tr}(DP)-\operatorname{tr}(DQ)=\operatorname{tr}(DRD)=\operatorname{tr}\big((RD)^\dagger RD\big)=\sum_{ij}|(RD)_{ij}|^2\ge 0 .$$

Equality forces $RD=0$, hence $PD=QD$. Then $P(V)=\operatorname{range}(PD)=\operatorname{range}(QD)\subseteq\operatorname{range}Q$. Injectivity gives $\dim P(V)=n=\operatorname{rank}Q$, so the two spaces coincide. Conversely, if $\operatorname{range}Q=P(V)$, then $Q$ fixes every vector $PDv$. Thus $QPD=PD$, and $QP=Q$ turns this into $QD=PD$; the traces agree.

For the maximiser, suppose $Sx=0$. Then $0=x^\dagger Sx=\|PCx\|^2$. Since $Cx=D(Cx)$ lies in $V$, injectivity gives $Cx=0$, and $x=C^\dagger Cx=0$. So $S$ is invertible. $Q_*$ is Hermitian because $S$ is, $PQ_*=Q_*$ because $P^2=P$, and

$$Q_*^2=PC\,S^{-1}(C^\dagger PC)S^{-1}C^\dagger P=Q_*,\qquad Q_*D=PC\,S^{-1}S\,C^\dagger=PD .$$

The last identity gives $\operatorname{tr}(DQ_*)=\operatorname{tr}(DP)$ and $\operatorname{rank}(PD)\le\operatorname{rank}Q_*$. The factorisation $Q_*=PD\,(CS^{-1}C^\dagger P)$ gives the reverse inequality, so $\operatorname{rank}Q_*=\operatorname{rank}(PD)=n$. The equality condition now identifies its range as $P(V)$.

Finally, let $W=PCX$ with $X$ square and $W^\dagger W=1$. Then $X^\dagger SX=1$. For square matrices a left inverse is also a right inverse, so $XX^\dagger S=1$ and $XX^\dagger=S^{-1}$. Hence $WW^\dagger=PC\,XX^\dagger C^\dagger P=Q_*$.

For one orbital $c$, the bound is the Cauchy–Schwarz inequality: a unit vector $q$ in the target space has $|q^\dagger c|^2=|q^\dagger Pc|^2\le\|Pc\|^2$. In the three-site example the maximum is $9/25$, reached by the first site.

Now replace that orbital by the third site alone, so that $Pc=0$. Every rank-one $Q$ inside the target has population $0=\operatorname{tr}(DP)$, yet none has range $P(V)=\{0\}$. The equality condition therefore fails when $P$ annihilates the only occupied orbital. The inequality survives, as its derivation uses neither injectivity nor the rank of $Q$.

## Projectors, populations and overlaps in Lean

```lean
import Mathlib

open Matrix
open scoped ComplexOrder

namespace ReorthonormalisedProjectedStates

noncomputable section

variable {ι κ : Type*} [Fintype ι] [Fintype κ] [DecidableEq κ]

/-- A Hermitian projector: a Hermitian, idempotent complex matrix. -/
structure IsProjector (A : Matrix ι ι ℂ) : Prop where
  herm : Aᴴ = A
  idem : A * A = A

/-- The space spanned by the columns of a matrix, that is, its range. -/
def space (A : Matrix ι ι ℂ) : Submodule ℂ (ι → ℂ) := LinearMap.range A.mulVecLin

/-- The population `tr(DQ)` of `Q` in the state `D`, read as a real number (its real part). -/
def population (D Q : Matrix ι ι ℂ) : ℝ := (trace (D * Q)).re

/-- The matrix `P C (Cᴴ P C)⁻¹ Cᴴ P`. If `P` is a Hermitian projector and the overlap `Cᴴ P C` is
nonsingular, it is the Hermitian projector on the span of the projected orbitals `P C`. -/
def projectedDensity (P : Matrix ι ι ℂ) (C : Matrix ι κ ℂ) : Matrix ι ι ℂ :=
  P * C * (Cᴴ * P * C)⁻¹ * Cᴴ * P

/-- The real part of the trace of `Aᴴ A` is the sum of the squared moduli of the entries of `A`. -/
theorem trace_conjTranspose_mul_self_re (A : Matrix ι ι ℂ) :
    (trace (Aᴴ * A)).re = ∑ j, ∑ i, ‖A i j‖ ^ 2 := by
  have h : ∀ z : ℂ, (star z * z).re = ‖z‖ ^ 2 := by
    intro z
    rw [← Complex.normSq_eq_norm_sq, Complex.normSq_apply, Complex.star_def,
      Complex.mul_re, Complex.conj_re, Complex.conj_im]
    ring
  simp only [Matrix.trace, Matrix.diag_apply, Matrix.mul_apply,
    Matrix.conjTranspose_apply, Complex.re_sum, h]

/-- For Hermitian projectors with `PQ = Q`, the population lost on passing from `P` to `Q`
is the squared Frobenius norm of `(P - Q) D`. -/
theorem population_deficit {P D Q : Matrix ι ι ℂ} (hP : IsProjector P)
    (hD : IsProjector D) (hQ : IsProjector Q) (hPQ : P * Q = Q) :
    population D P - population D Q = ∑ j, ∑ i, ‖((P - Q) * D) i j‖ ^ 2 := by
  have hQP : Q * P = Q := by
    have h := congrArg conjTranspose hPQ
    rwa [conjTranspose_mul, hQ.herm, hP.herm] at h
  -- the difference of the nested projectors is again a projector
  have hR : (P - Q) * (P - Q) = P - Q := by
    rw [sub_mul, mul_sub, mul_sub, hP.idem, hPQ, hQP, hQ.idem]
    abel
  have hA : ((P - Q) * D)ᴴ * ((P - Q) * D) = D * (P - Q) * D := by
    rw [conjTranspose_mul, conjTranspose_sub, hP.herm, hQ.herm, hD.herm]
    calc D * (P - Q) * ((P - Q) * D) = D * ((P - Q) * (P - Q)) * D := by
          simp only [mul_assoc]
      _ = D * (P - Q) * D := by rw [hR]
  unfold population
  rw [← trace_conjTranspose_mul_self_re, hA, trace_mul_comm (D * (P - Q)) D,
    ← mul_assoc, hD.idem, mul_sub, trace_sub, Complex.sub_re]

/-- The range of `PD` is the image under `P` of the range of `D`. -/
theorem space_mul (P D : Matrix ι ι ℂ) :
    space (P * D) = (space D).map P.mulVecLin := by
  unfold space
  rw [Matrix.mulVecLin_mul, LinearMap.range_comp]

/-- If `P` is injective on the range of `D`, then `PD` has the same rank as `D`. -/
theorem rank_projected {P D : Matrix ι ι ℂ}
    (hinj : Set.InjOn P.mulVecLin (space D : Set (ι → ℂ))) : (P * D).rank = D.rank := by
  have hi : Function.Injective (P.mulVecLin ∘ₗ (space D).subtype) :=
    fun x y h => Subtype.ext (hinj x.2 y.2 h)
  have h := LinearMap.finrank_range_of_inj hi
  rw [LinearMap.range_comp, Submodule.range_subtype, ← space_mul] at h
  exact h

/-- Let the Hermitian projector `P` be injective on the range of the Hermitian projector `D`.
A Hermitian projector `Q` with `PQ = Q` and the rank of `D` has `tr(DQ) ≤ tr(DP)`, with
equality exactly when `Q` projects on the image under `P` of the range of `D`. -/
theorem population_le_and_eq_iff {P D Q : Matrix ι ι ℂ} (hP : IsProjector P)
    (hD : IsProjector D) (hQ : IsProjector Q) (hPQ : P * Q = Q) (hr : Q.rank = D.rank)
    (hinj : Set.InjOn P.mulVecLin (space D : Set (ι → ℂ))) :
    population D Q ≤ population D P ∧
      (population D Q = population D P ↔ space Q = (space D).map P.mulVecLin) := by
  have hdef := population_deficit hP hD hQ hPQ
  have hnn : 0 ≤ ∑ j, ∑ i, ‖((P - Q) * D) i j‖ ^ 2 := by positivity
  refine ⟨by linarith, fun h => ?_, fun h => ?_⟩
  · -- no deficit forces `QD = PD`; then compare dimensions
    have h0 : ∑ j, ∑ i, ‖((P - Q) * D) i j‖ ^ 2 = 0 := by linarith
    have hz : (P - Q) * D = 0 := by
      ext i j
      have h1 := (Finset.sum_eq_zero_iff_of_nonneg
        (fun j _ => Finset.sum_nonneg (fun i _ => sq_nonneg _))).1 h0 j (Finset.mem_univ j)
      have h2 := (Finset.sum_eq_zero_iff_of_nonneg
        (fun i _ => sq_nonneg _)).1 h1 i (Finset.mem_univ i)
      exact norm_eq_zero.1 ((pow_eq_zero_iff two_ne_zero).1 h2)
    have hQD : P * D = Q * D := by rwa [sub_mul, sub_eq_zero] at hz
    rw [← space_mul]
    symm
    apply Submodule.eq_of_le_of_finrank_eq
    · rw [hQD, space_mul]
      exact LinearMap.map_le_range
    · exact (rank_projected hinj).trans hr.symm
  · -- `Q` fixes every projected state
    have hfix : Q * (P * D) = P * D := by
      classical
      apply Matrix.toLin'.injective
      refine LinearMap.ext fun v => ?_
      have hv : (P * D) *ᵥ v ∈ space Q := by
        rw [h, ← space_mul]
        exact ⟨v, rfl⟩
      obtain ⟨w, hw⟩ := LinearMap.mem_range.1 hv
      rw [Matrix.mulVecLin_apply] at hw
      rw [Matrix.toLin'_apply, Matrix.toLin'_apply, ← Matrix.mulVec_mulVec, ← hw,
        Matrix.mulVec_mulVec, hQ.idem]
    have hQP : Q * P = Q := by
      have h := congrArg conjTranspose hPQ
      rwa [conjTranspose_mul, hQ.herm, hP.herm] at h
    rw [← mul_assoc, hQP] at hfix
    unfold population
    rw [trace_mul_comm D Q, hfix, trace_mul_comm]

/-- For orthonormal orbitals `C` on whose span the Hermitian projector `P` is injective, the
projected density is a Hermitian projector inside `P`, of the rank of `C Cᴴ`, and its
population in `C Cᴴ` equals that of `P`. -/
theorem projectedDensity_attains {P : Matrix ι ι ℂ} {C : Matrix ι κ ℂ}
    (hP : IsProjector P) (hC : Cᴴ * C = 1)
    (hinj : Set.InjOn P.mulVecLin (space (C * Cᴴ) : Set (ι → ℂ))) :
    IsProjector (projectedDensity P C) ∧ P * projectedDensity P C = projectedDensity P C ∧
      (projectedDensity P C).rank = (C * Cᴴ).rank ∧
      population (C * Cᴴ) (projectedDensity P C) = population (C * Cᴴ) P := by
  -- the overlap matrix of the projected orbitals is nonsingular
  have hS : IsUnit (Cᴴ * P * C).det := by
    rw [isUnit_iff_ne_zero]
    intro hdet
    obtain ⟨x, hx, hSx⟩ := Matrix.exists_mulVec_eq_zero_iff.2 hdet
    have hG : (P * C)ᴴ * (P * C) = Cᴴ * P * C := by
      calc (P * C)ᴴ * (P * C) = Cᴴ * (P * P) * C := by
            simp only [conjTranspose_mul, hP.herm, Matrix.mul_assoc]
        _ = Cᴴ * P * C := by rw [hP.idem]
    rw [← hG, Matrix.conjTranspose_mul_self_mulVec_eq_zero, ← Matrix.mulVec_mulVec] at hSx
    have hmem : C *ᵥ x ∈ space (C * Cᴴ) := by
      refine LinearMap.mem_range.2 ⟨C *ᵥ x, ?_⟩
      rw [Matrix.mulVecLin_apply, Matrix.mulVec_mulVec, Matrix.mul_assoc, hC, Matrix.mul_one]
    have hCx : C *ᵥ x = 0 := hinj hmem (space (C * Cᴴ)).zero_mem (by
      rw [map_zero, Matrix.mulVecLin_apply, hSx])
    apply hx
    rw [← Matrix.one_mulVec x, ← hC, ← Matrix.mulVec_mulVec, hCx, Matrix.mulVec_zero]
  have hQD : projectedDensity P C * (C * Cᴴ) = P * (C * Cᴴ) := by
    calc projectedDensity P C * (C * Cᴴ)
        = P * C * ((Cᴴ * P * C)⁻¹ * (Cᴴ * P * C)) * Cᴴ := by
          simp only [projectedDensity, Matrix.mul_assoc]
      _ = P * (C * Cᴴ) := by
          rw [Matrix.nonsing_inv_mul _ hS, Matrix.mul_one, Matrix.mul_assoc]
  have hfac : P * (C * Cᴴ) * (C * (Cᴴ * P * C)⁻¹ * Cᴴ * P) = projectedDensity P C := by
    calc P * (C * Cᴴ) * (C * (Cᴴ * P * C)⁻¹ * Cᴴ * P)
        = P * C * (Cᴴ * C) * (Cᴴ * P * C)⁻¹ * Cᴴ * P := by simp only [Matrix.mul_assoc]
      _ = projectedDensity P C := by rw [hC, Matrix.mul_one, projectedDensity]
  refine ⟨⟨?_, ?_⟩, ?_, le_antisymm ?_ ?_, ?_⟩
  · simp only [projectedDensity, conjTranspose_mul, conjTranspose_nonsing_inv,
      conjTranspose_conjTranspose, hP.herm, Matrix.mul_assoc]
  · calc projectedDensity P C * projectedDensity P C
        = P * C * (Cᴴ * P * C)⁻¹ * (Cᴴ * (P * P) * C) * (Cᴴ * P * C)⁻¹ * Cᴴ * P := by
          simp only [projectedDensity, Matrix.mul_assoc]
      _ = projectedDensity P C := by
          rw [hP.idem, Matrix.mul_assoc (P * C) (Cᴴ * P * C)⁻¹ (Cᴴ * P * C),
            Matrix.nonsing_inv_mul _ hS, Matrix.mul_one, projectedDensity]
  · calc P * projectedDensity P C = P * P * C * (Cᴴ * P * C)⁻¹ * Cᴴ * P := by
          simp only [projectedDensity, Matrix.mul_assoc]
      _ = projectedDensity P C := by rw [hP.idem, projectedDensity]
  · rw [← hfac, ← rank_projected hinj]
    exact Matrix.rank_mul_le_left _ _
  · rw [← rank_projected hinj, ← hQD]
    exact Matrix.rank_mul_le_left _ _
  · unfold population
    rw [trace_mul_comm, hQD, trace_mul_comm]

/-- Whenever combinations `W = P C X` of the projected orbitals, as many as there are orbitals,
are orthonormal, with `P` a Hermitian projector, `W Wᴴ` is the projected density. -/
theorem orthonormalisation_independent {P : Matrix ι ι ℂ} {C : Matrix ι κ ℂ}
    {X : Matrix κ κ ℂ} (hP : IsProjector P) (hW : (P * C * X)ᴴ * (P * C * X) = 1) :
    (P * C * X) * (P * C * X)ᴴ = projectedDensity P C := by
  have h1 : (Xᴴ * (Cᴴ * P * C)) * X = 1 := by
    calc (Xᴴ * (Cᴴ * P * C)) * X = Xᴴ * (Cᴴ * (P * P) * C) * X := by rw [hP.idem]
      _ = (P * C * X)ᴴ * (P * C * X) := by
          simp only [conjTranspose_mul, hP.herm, Matrix.mul_assoc]
      _ = 1 := hW
  -- hence `X Xᴴ` is the inverse overlap matrix
  have h2 : (X * Xᴴ) * (Cᴴ * P * C) = 1 := by
    rw [Matrix.mul_assoc]
    exact mul_eq_one_comm.1 h1
  rw [projectedDensity, Matrix.inv_eq_left_inv h2]
  simp only [conjTranspose_mul, hP.herm, Matrix.mul_assoc]

/-- The projector on the first two of three sites. -/
def twoSites : Matrix (Fin 3) (Fin 3) ℂ := !![1, 0, 0; 0, 1, 0; 0, 0, 0]

/-- One orbital with amplitudes 3/5, 0 and 4/5 on three sites. -/
def tiltedOrbital : Matrix (Fin 3) (Fin 1) ℂ := !![3 / 5; 0; 4 / 5]

/-- The two-site projector is a Hermitian projector, the tilted orbital is normalised, and
the projector is injective on the span of the orbital. -/
theorem projection_witness :
    IsProjector twoSites ∧ tiltedOrbitalᴴ * tiltedOrbital = 1 ∧
      Set.InjOn twoSites.mulVecLin
        (space (tiltedOrbital * tiltedOrbitalᴴ) : Set (Fin 3 → ℂ)) := by
  refine ⟨⟨?_, ?_⟩, ?_, ?_⟩
  · ext i j
    fin_cases i <;> fin_cases j <;> simp [twoSites]
  · ext i j
    fin_cases i <;> fin_cases j <;> simp [twoSites, Matrix.mul_apply, Fin.sum_univ_succ]
  · ext i j
    fin_cases i
    fin_cases j
    have h3 : (starRingEnd ℂ) 3 = 3 :=
      Complex.ext (by rw [Complex.conj_re]) (by rw [Complex.conj_im]; simp)
    have h4 : (starRingEnd ℂ) 4 = 4 :=
      Complex.ext (by rw [Complex.conj_re]) (by rw [Complex.conj_im]; simp)
    have h5 : (starRingEnd ℂ) 5 = 5 :=
      Complex.ext (by rw [Complex.conj_re]) (by rw [Complex.conj_im]; simp)
    simp [tiltedOrbital, Matrix.mul_apply, Fin.sum_univ_succ]
    norm_num [h3, h4, h5]
  · intro v hv w hw h
    obtain ⟨a, rfl⟩ := LinearMap.mem_range.1 hv
    obtain ⟨b, rfl⟩ := LinearMap.mem_range.1 hw
    simp only [Matrix.mulVecLin_apply] at h ⊢
    rw [← Matrix.mulVec_mulVec a, ← Matrix.mulVec_mulVec b] at h ⊢
    -- the amplitude on the first site fixes the coefficient of the orbital
    have key : ∀ y z : Fin 1 → ℂ, twoSites *ᵥ (tiltedOrbital *ᵥ y) =
        twoSites *ᵥ (tiltedOrbital *ᵥ z) → y = z := by
      intro y z hyz
      have h0 := congrFun hyz 0
      simp [twoSites, tiltedOrbital, Matrix.mulVec, dotProduct, Fin.sum_univ_succ] at h0
      funext i
      rw [Subsingleton.elim i 0]
      simpa using h0
    rw [key _ _ h]

end

end ReorthonormalisedProjectedStates
```

```lean
#print axioms ReorthonormalisedProjectedStates.population_le_and_eq_iff
-- 'ReorthonormalisedProjectedStates.population_le_and_eq_iff' depends on axioms: [propext, Classical.choice, Quot.sound]
#print axioms ReorthonormalisedProjectedStates.projectedDensity_attains
-- 'ReorthonormalisedProjectedStates.projectedDensity_attains' depends on axioms: [propext, Classical.choice, Quot.sound]
#print axioms ReorthonormalisedProjectedStates.orthonormalisation_independent
-- 'ReorthonormalisedProjectedStates.orthonormalisation_independent' depends on axioms: [propext, Classical.choice, Quot.sound]
```

The finite index type `ι` labels an orthonormal basis, and `κ` labels the orbitals. `IsProjector` requires a matrix to be Hermitian and idempotent. `space A` is the range of `A` acting on vectors, so `(space D).map P.mulVecLin` is $P(V)$, and `hinj` says that $P$ is injective on $V$. `population D Q` is the real part of $\operatorname{tr}(DQ)$; for Hermitian matrices this trace is already real. `projectedDensity P C` is $Q_*$, a projector and not a density in real space.

`population_le_and_eq_iff` states the bound and the equality condition. `projectedDensity_attains` states that $Q_*$ is admissible and reaches the bound. `orthonormalisation_independent` treats any square `X` that makes $PCX$ orthonormal, and does not need `C` itself to be orthonormal. `projection_witness` confirms that the three-site example satisfies the hypotheses on `P` and `C`.

The proofs use the same algebra as the derivation:

- `trace_conjTranspose_mul_self_re` writes the real part of $\operatorname{tr}(A^\dagger A)$ as a sum of squared moduli, and `population_deficit` applies it to $(P-Q)D$.
- `space_mul` identifies the range of $PD$ with $P(V)$. `rank_projected` restricts $P$ to $V$ and uses injectivity to preserve the dimension.
- In the main theorem, `positivity` and `linarith` give the inequality. At equality, a vanishing sum of nonnegative terms makes every entry of $(P-Q)D$ zero, and `Submodule.eq_of_le_of_finrank_eq` completes the dimension count. The converse starts from `hfix`, which is $QPD=PD$.
- In `projectedDensity_attains`, `hS` establishes that the overlap is nonsingular, `hQD` is $Q_*D=PD$, and `hfac` is the factorisation used for the rank.
- `orthonormalisation_independent` uses `mul_eq_one_comm` to pass from the left to the right inverse.

## Idempotent states, orthonormal coordinates and small overlap eigenvalues

The theorems hold for every finite basis size and number of orbitals that meet the hypotheses. They concern an idempotent $D$, as for a single determinant in spin orbitals; fractional occupations and correlated one-particle density matrices are not covered. The maximum is over total population at fixed rank. It does not make the individual orbitals localised or chemically meaningful, and it does not rank one target space against another.

The step left to the code is the passage to orthonormal coordinates. Atomic-orbital coefficients with a nontrivial basis overlap must be transformed before $C^\dagger C=1$ and the matrix adjoint have the meaning used here.

Rounding is also absent from the theorems. Since $x^\dagger Sx=\|PCx\|^2$, the smallest eigenvalue of $S$ is the smallest weight that any normalised occupied state keeps in the target space. When it is close to zero, inversion amplifies errors in $S$, so a code should inspect that eigenvalue before it orthonormalises.
